# One forward step from a site where a lattice potential is harmonic multiplies its deficit below an upper bound by at most 2d

A real potential `g` on the infinite lattice ℤ^d is bounded above by `M` everywhere and is harmonic at one site `x`, meaning that its second differences along the axes sum to zero there. The lemma says that the deficit `M - g` at the next site forward along any axis is at most 2d times the deficit at `x`. Harmonicity is assumed only at `x`, and `M` may be any upper bound, attained or not. The proof shows that the deficits at the 2d neighbours sum to 2d times the deficit at `x`, then bounds one axis's pair of deficits by the whole sum and drops the backward one, which is non-negative.

Lean 4 with Mathlib refuses this proof:

```lean
import Mathlib

open Finset

namespace DeficitStep

variable {d : ℕ}

/-- The unit lattice vector along axis `i` of the lattice `ℤ^d`. -/
def e (i : Fin d) : Fin d → ℤ := Pi.single i 1

/-- The lattice Laplacian: the sum over all axes of the second difference of the potential `f`
at the site `x`. -/
def lap (f : (Fin d → ℤ) → ℝ) (x : Fin d → ℤ) : ℝ :=
  ∑ i, (f (x + e i) + f (x - e i) - 2 * f x)

/-- If `g` is harmonic at `x` and nowhere exceeds `M`, its deficit below `M` grows by at most a
factor `2d` on going from `x` one step forward along any axis. -/
theorem deficit_step {g : (Fin d → ℤ) → ℝ} {M : ℝ} (hM : ∀ y, g y ≤ M)
    {x : Fin d → ℤ} (hg : lap g x = 0) (i : Fin d) :
    M - g (x + e i) ≤ 2 * d * (M - g x) := by
  have hs : ∑ j, ((M - g (x + e j)) + (M - g (x - e j)))
      = ∑ _j : Fin d, 2 * (M - g x) - lap g x := by
    unfold lap
    rw [← Finset.sum_sub_distrib]
    exact Finset.sum_congr rfl fun j _ => by ring
  rw [hg] at hs
  simp only [Finset.sum_const, Finset.card_univ, Fintype.card_fin, nsmul_eq_mul] at hs
  -- one non-negative term is at most the whole sum
  have h1 := Finset.single_le_sum
    (f := fun j => (M - g (x + e j)) + (M - g (x - e j)))
    (fun j _ => add_nonneg (sub_nonneg.mpr (hM _)) (sub_nonneg.mpr (hM _)))
    (Finset.mem_univ i)
  have h2 := hM (x - e i)
  simp only at h1
  linarith

end DeficitStep
```

The compiler's answer:

```
Main.lean:35:2: error: `simp` made no progress
```

The repair, with which the file compiles:

```diff
@@ -33,5 +33,4 @@
     (Finset.mem_univ i)
   have h2 := hM (x - e i)
-  simp only at h1
   linarith
 
```

What went wrong. The error is on the line `simp only at h1`. With no lemmas listed, `simp only` can still do basic simplifications such as beta reduction, which turns `(fun j => …) i` into the body with `i` put for `j`. That would be of use if `h1` still showed the function passed to `Finset.single_le_sum` as `f` in unapplied form. But Lean had already carried out that substitution when it gave `h1` its type, so the inequality was already written in terms of `g (x + e i)` and `g (x - e i)`. `simp only` found nothing to change, and Lean treats that as an error.

The diff deletes the line. `linarith` then takes `h1` as it stands and, with `hs` and `h2`, closes the goal.
